# The Wronskian $u w' - u' w = -1$ at the sphere radius and the solvability of LAPW matching

## Definitions and conventions

Inside an atomic sphere of radius $R$ with a spherical potential, a partial wave of angular momentum $l$ is written $r^{-1}u(r)\,Y_{lm}$, with $r$ the distance from the centre and $Y_{lm}$ a spherical harmonic. In units with $\hbar^2/2m_e = 1$, where $m_e$ is the electron mass, the function $u$ obeys
$$-u'' + (V-E)\,u = 0, \qquad u(0)=0,$$
where the prime is $d/dr$, $E$ is a real energy, and the real function $V(r)$ includes the centrifugal term $l(l+1)/r^2$. Differentiating formally with respect to $E$ gives, for $w = \partial u/\partial E$,
$$-w'' + (V-E)\,w = u, \qquad w(0)=0.$$
From here on $w$ means any solution of this second problem. The linearised augmented-plane-wave (LAPW) method joins a combination $a u + b w$ to a plane-wave component in value and slope at $R$, and the parts below show that this is uniquely possible for one non-relativistic radial channel at one fixed energy, when $u$ is normalised inside the sphere; the value and slope to be matched are treated as given complex numbers.

```lean
import Mathlib

open Set intervalIntegral

namespace LAPWWronskian
```

Both equations are instances of one structure. `RadialSolution V E R s u u'` says that $u$, with slope function $u'$, solves $-u''+(V-E)u=s$ for a source $s(r)$. The fields `cont` and `cont'` make $u$ and $u'$ continuous on the closed interval $[0,R]$ (`Icc 0 R`). On the open interval $(0,R)$ (`Ioo 0 R`), `slope` says that $u'(r)$ is the derivative of $u$, and `eqn` says that $u'$ has a derivative $u''$ at $r$ for which the equation holds. The field `origin` is $u(0)=0$. The slope is a separate function, so $u'(R)$ and $u'(0)$ are its boundary values, tied to the interior by continuity. Nothing is asked of $V$, and $V(0)$ and $V(R)$ never enter; a Coulomb or centrifugal singularity at the origin is therefore admitted, provided that the solutions and their slopes stay continuous there.

```lean
/-- `u`, with slope `u'`, solves `-u'' + (V - E) u = s` on `(0, R)`; both `u` and `u'` are
continuous on `[0, R]`, and `u(0) = 0`. -/
structure RadialSolution (V : ℝ → ℝ) (E R : ℝ) (s u u' : ℝ → ℝ) : Prop where
  cont : ContinuousOn u (Icc 0 R)
  cont' : ContinuousOn u' (Icc 0 R)
  slope : ∀ r ∈ Ioo 0 R, HasDerivAt u (u' r) r
  eqn : ∀ r ∈ Ioo 0 R, ∃ u'', HasDerivAt u' u'' r ∧ -u'' + (V r - E) * u r = s r
  origin : u 0 = 0
```

The Wronskian is $W(r) = u(r)\,w'(r) - u'(r)\,w(r)$; the order of $u$ and $w$ fixes its sign.

```lean
/-- The Wronskian `u w' - u' w` at radius `r`. -/
def wronskian (u u' w w' : ℝ → ℝ) (r : ℝ) : ℝ := u r * w' r - u' r * w r
```

Throughout, `hu` says that $u$ has source $0$ and `hw` that $w$ has source $u$, with the same $V$, $E$ and $R$. The existence of such $u$ and $w$ for a given $V$ is assumed. The dependence on $E$ is not modelled, so $w=\partial u/\partial E$ is the motivation for `hw` and not a statement in the code. Angular functions, Bessel functions, relativistic radial equations and complex potentials do not appear.

## (a) The derivative of the Wronskian

**Task.** Show that $W'(r) = -u(r)^2$ for $0<r<R$.

**Solution.** The product rule gives
$$W' = (u'w' + u w'') - (u''w + u'w') = u w'' - u'' w .$$
The two equations read $u''=(V-E)u$ and $w''=(V-E)w-u$. Substituting,
$$W' = (V-E)uw - u^2 - (V-E)uw = -u^2 .$$

In Lean, `h` is the product rule applied to both terms, with the derivative left unsimplified. The identity `e` does the cancellation: `linear_combination w r * eu' - u r * ew` is $w$ times the equation for $u$ minus $u$ times the equation for $w$, and `congr_deriv` replaces the derivative in `h` by $-u(r)^2$.

```lean
variable {V : ℝ → ℝ} {E R : ℝ} {u u' w w' : ℝ → ℝ}

/-- If `u` solves the homogeneous radial equation and `w` the equation with source `u`,
the Wronskian has derivative `-u²` on `(0, R)`. -/
theorem wronskian_hasDerivAt (hu : RadialSolution V E R (fun _ => 0) u u')
    (hw : RadialSolution V E R u w w') {r : ℝ} (hr : r ∈ Ioo 0 R) :
    HasDerivAt (wronskian u u' w w') (-(u r) ^ 2) r := by
  obtain ⟨u'', hu2, eu⟩ := hu.eqn r hr
  obtain ⟨w'', hw2, ew⟩ := hw.eqn r hr
  have h := ((hu.slope r hr).fun_mul hw2).fun_sub (hu2.fun_mul (hw.slope r hr))
  -- the terms u' w' and (V - E) u w cancel, only the source survives
  have e : u' r * w' r + u r * w'' - (u'' * w r + u' r * w' r) = -(u r) ^ 2 := by
    have eu' : -u'' + (V r - E) * u r = 0 := eu
    linear_combination w r * eu' - u r * ew
  exact h.congr_deriv e
```

## (b) The integrated form

**Task.** Show that $W(r) = -\int_0^r u(x)^2\,dx$ for every $r\in[0,R]$, both end points included.

**Solution.** $W$ is built from products of functions continuous on $[0,r]$, so it is continuous there. By (a) it has derivative $-u^2$ on $(0,r)$, and $-u^2$ is continuous on $[0,r]$, hence integrable. The fundamental theorem of calculus gives $-\int_0^r u^2\,dx = W(r)-W(0)$. At the origin $W(0) = 0\cdot w'(0) - u'(0)\cdot 0 = 0$.

The facts `hc` and `hs` are the continuity of $W$ and of $-u^2$. The lemma `integral_eq_sub_of_hasDerivAt_of_le` is the version of the fundamental theorem that needs the derivative only on the open interval, which is why a singular $V$ does no harm: neither $V$ nor $u''$ is ever integrated. The boundary term is `h0`.

```lean
/-- At every radius `r` in `[0, R]` the Wronskian equals minus the integral of `u²`
over `[0, r]`. -/
theorem wronskian_eq_neg_integral (hu : RadialSolution V E R (fun _ => 0) u u')
    (hw : RadialSolution V E R u w w') {r : ℝ} (hr : r ∈ Icc 0 R) :
    wronskian u u' w w' r = -∫ x in (0 : ℝ)..r, u x ^ 2 := by
  have hsub : Icc 0 r ⊆ Icc 0 R := Icc_subset_Icc_right hr.2
  have hc0 := ((hu.cont.mul hw.cont').sub (hu.cont'.mul hw.cont)).mono hsub
  have hc : ContinuousOn (wronskian u u' w w') (Icc 0 r) := hc0
  have hs : ContinuousOn (fun x => -(u x) ^ 2) (Icc 0 r) := ((hu.cont.mono hsub).pow 2).neg
  have h := integral_eq_sub_of_hasDerivAt_of_le (f' := fun x => -(u x) ^ 2) hr.1 hc
    (fun x hx => wronskian_hasDerivAt hu hw ⟨hx.1, lt_of_lt_of_le hx.2 hr.2⟩)
    (hs.intervalIntegrable_of_Icc hr.1)
  -- the boundary term at the origin vanishes
  have h0 : wronskian u u' w w' 0 = 0 := by simp [wronskian, hu.origin, hw.origin]
  rw [h0, intervalIntegral.integral_neg] at h
  linarith
```

## (c) The normalised case

**Task.** Let $R\ge 0$ and $\int_0^R u^2\,dx = 1$. Show that $u(R)w'(R) - u'(R)w(R) = -1$.

**Solution.** Put $r=R$ in (b) and insert the normalisation.

The hypothesis `hnorm` is the normalisation inside the sphere; with $u$ equal to $r$ times the radial function, the weight $r^2$ of the volume element is already absorbed. The assumption `hR` places $R$ in $[0,R]$, so that (b) applies.

```lean
/-- If `u` is normalised on `[0, R]`, then `u(R) w'(R) - u'(R) w(R) = -1`. -/
theorem wronskian_eq_neg_one (hR : 0 ≤ R) (hu : RadialSolution V E R (fun _ => 0) u u')
    (hw : RadialSolution V E R u w w') (hnorm : ∫ x in (0 : ℝ)..R, u x ^ 2 = 1) :
    u R * w' R - u' R * w R = -1 := by
  have h := wronskian_eq_neg_integral hu hw (r := R) ⟨hR, le_rfl⟩
  rw [hnorm] at h
  exact h
```

## (d) The sign without normalisation

**Task.** Let $0<r\le R$ and suppose $u(c)\neq0$ at some point $c\in[0,r]$. Show that $W(r)<0$.

**Solution.** The function $u^2$ is continuous and non-negative on $[0,r]$ and positive at $c$. It is then bounded below by a positive number on a subinterval of positive length, so $\int_0^r u^2\,dx>0$, and (b) gives $W(r)<0$.

The range $(0,R]$ is `Ioc 0 R`, and `hne` supplies the point $c$. The strict comparison of integrals, `integral_lt_integral_of_continuousOn_of_le_of_exists_lt`, is applied to the functions $0$ and $u^2$, which yields `hpos`.

```lean
/-- Without normalisation: the Wronskian is strictly negative at any radius `r` in `(0, R]`
such that `u` is nonzero somewhere in `[0, r]`. -/
theorem wronskian_neg (hu : RadialSolution V E R (fun _ => 0) u u')
    (hw : RadialSolution V E R u w w') {r : ℝ} (hr : r ∈ Ioc 0 R)
    (hne : ∃ c ∈ Icc 0 r, u c ≠ 0) : wronskian u u' w w' r < 0 := by
  obtain ⟨c, hc, hc0⟩ := hne
  have hs : ContinuousOn (fun x => u x ^ 2) (Icc 0 r) :=
    (hu.cont.mono (Icc_subset_Icc_right hr.2)).pow 2
  have h := integral_lt_integral_of_continuousOn_of_le_of_exists_lt
    (f := fun _ => (0 : ℝ)) (g := fun x => u x ^ 2) hr.1 continuousOn_const hs
    (fun x _ => sq_nonneg (u x)) ⟨c, hc, by positivity⟩
  have hpos : 0 < ∫ x in (0 : ℝ)..r, u x ^ 2 := by simpa using h
  rw [wronskian_eq_neg_integral hu hw ⟨hr.1.le, hr.2⟩]
  linarith
```

## (e) The matching coefficients

**Task.** Under the assumptions of (c), let $f,g,a,b$ be complex numbers. In this part and the next, $u,u',w,w'$ denote values at $R$. Show that
$$a u + b w = f,\qquad a u' + b w' = g$$
hold together exactly when $a = g w - f w'$ and $b = f u' - g u$.

**Solution.** The determinant of the system is $uw'-u'w=-1$. Suppose that the system holds. Multiply the second equation by $w$ and subtract $w'$ times the first: the terms in $b$ cancel and $a\,(u'w - uw') = gw - fw'$, where the bracket equals $1$. Multiply the first by $u'$ and subtract $u$ times the second: the terms in $a$ cancel and $b\,(u'w - uw') = fu' - gu$. Conversely, inserting the formulas gives
$$(gw - fw')u + (fu'-gu)w = f\,(u'w-uw') = f,$$
$$(gw - fw')u' + (fu'-gu)w' = g\,(u'w-uw') = g.$$

The target value $f$ and slope $g$ are complex because the coefficients in the partial-wave expansion of a plane wave carry phases; here they are arbitrary numbers and refer to $r$ times the radial function. The real boundary values are read as complex numbers, and `hc` is (c) carried over to $\mathbb{C}$. The first two `linear_combination` calls are the two eliminations, with `a * hc` and `b * hc` setting the bracket to $1$; the last two are the substitutions.

```lean
/-- For normalised `u`, the combination `a u + b w` has value `f` and slope `g` at `R` exactly
when `a = g w(R) - f w'(R)` and `b = f u'(R) - g u(R)`. -/
theorem matching_iff (hR : 0 ≤ R) (hu : RadialSolution V E R (fun _ => 0) u u')
    (hw : RadialSolution V E R u w w') (hnorm : ∫ x in (0 : ℝ)..R, u x ^ 2 = 1)
    (f g a b : ℂ) :
    (a * u R + b * w R = f ∧ a * u' R + b * w' R = g) ↔
      (a = g * w R - f * w' R ∧ b = f * u' R - g * u R) := by
  -- the determinant of the matching system is the Wronskian
  have hc : (u R : ℂ) * w' R - u' R * w R = -1 := by
    exact_mod_cast wronskian_eq_neg_one hR hu hw hnorm
  constructor
  · rintro ⟨h1, h2⟩
    constructor
    · linear_combination (w R : ℂ) * h2 - (w' R : ℂ) * h1 + a * hc
    · linear_combination (u' R : ℂ) * h1 - (u R : ℂ) * h2 + b * hc
  · rintro ⟨h1, h2⟩
    rw [h1, h2]
    constructor
    · linear_combination (-f) * hc
    · linear_combination (-g) * hc
```

## (f) Unique solvability

**Task.** Under the assumptions of (c), show that for all complex $f$ and $g$ exactly one pair $(a,b)\in\mathbb{C}^2$ solves the system of (e).

**Solution.** The pair $(gw-fw',\,fu'-gu)$ is a solution by the converse direction of (e), and by the forward direction any solution equals it. No condition on $u(R)$ is needed, so the statement covers energies at which $u$ has a node at the sphere radius.

In Lean the pair is `p : ℂ × ℂ` with `p.1` for $a$ and `p.2` for $b$, and the two goals left by `refine` are existence and uniqueness, each closed by one direction of `matching_iff`.

```lean
/-- For radial solutions `u` (source `0`, normalised) and `w` (source `u`) and any complex value `f` and slope `g` there is exactly
one pair of coefficients `(a, b)` for which `a u + b w` has value `f` and slope `g` at `R`. -/
theorem matching_exists_unique (hR : 0 ≤ R) (hu : RadialSolution V E R (fun _ => 0) u u')
    (hw : RadialSolution V E R u w w') (hnorm : ∫ x in (0 : ℝ)..R, u x ^ 2 = 1) (f g : ℂ) :
    ∃! p : ℂ × ℂ, p.1 * u R + p.2 * w R = f ∧ p.1 * u' R + p.2 * w' R = g := by
  refine ⟨(g * w R - f * w' R, f * u' R - g * u R), ?_, ?_⟩
  · exact (matching_iff hR hu hw hnorm f g _ _).2 ⟨rfl, rfl⟩
  · intro p hp
    obtain ⟨h1, h2⟩ := (matching_iff hR hu hw hnorm f g p.1 p.2).1 hp
    exact Prod.ext h1 h2
```

## (g) Freedom in the choice of $w$

**Task.** Let $c$ now be any real constant. Show that $w - cu$, with slope $w'-cu'$, solves the same problem as $w$.

**Solution.** Continuity and differentiability pass to the linear combination. Its second derivative is $w''-cu''$, and
$$-(w''-cu'') + (V-E)(w-cu) = \big[-w''+(V-E)w\big] - c\big[-u''+(V-E)u\big] = u - c\cdot 0 = u.$$
At the origin $w(0)-cu(0)=0$.

The proof fills the five fields of the structure in turn. The displayed line is `linear_combination ew - c * eu'`. No normalisation is used.

```lean
/-- For any real `c`, the function `w - c u` also solves the radial equation with
source `u`. -/
theorem shift_solution (hu : RadialSolution V E R (fun _ => 0) u u')
    (hw : RadialSolution V E R u w w') (c : ℝ) :
    RadialSolution V E R u (fun r => w r - c * u r) (fun r => w' r - c * u' r) := by
  refine ⟨hw.cont.sub (continuousOn_const.mul hu.cont),
    hw.cont'.sub (continuousOn_const.mul hu.cont'),
    fun r hr => (hw.slope r hr).fun_sub ((hu.slope r hr).const_mul c), fun r hr => ?_, ?_⟩
  · obtain ⟨u'', hu2, eu⟩ := hu.eqn r hr
    obtain ⟨w'', hw2, ew⟩ := hw.eqn r hr
    refine ⟨w'' - c * u'', hw2.fun_sub (hu2.const_mul c), ?_⟩
    have eu' : -u'' + (V r - E) * u r = 0 := eu
    show -(w'' - c * u'') + (V r - E) * (w r - c * u r) = u r
    linear_combination ew - c * eu'
  · simp [hu.origin, hw.origin]
```

## (h) The orthogonal partner

**Task.** Under the assumptions of (c), put $c=\int_0^R u w\,dx$. Show that $w-cu$ is orthogonal to $u$ on $[0,R]$ and that its Wronskian with $u$ at $R$ is $-1$.

**Solution.** Splitting the integral, which is allowed because both integrands are continuous,
$$\int_0^R u\,(w-cu)\,dx = \int_0^R uw\,dx - c\int_0^R u^2\,dx = c - c = 0.$$
By (g) the pair $u$, $w-cu$ meets the assumptions of (c), which gives $u(R)\,[w'(R)-cu'(R)] - u'(R)\,[w(R)-cu(R)] = -1$.

The second claim is the term `wronskian_eq_neg_one hR hu (shift_solution hu hw c) hnorm`. For the first, `h1` and `h2` are continuity statements, from which the integrability required by `integral_sub` follows; after the splitting, `hnorm` and `hc` reduce the goal to $c - c\cdot1=0$.

```lean
/-- For normalised `u` and `c` the overlap of `u` and `w` on `[0, R]`, the function `w - c u`
is orthogonal to `u` on `[0, R]` and its Wronskian with `u` at `R` is `-1`. -/
theorem orthogonalised_partner (hR : 0 ≤ R) (hu : RadialSolution V E R (fun _ => 0) u u')
    (hw : RadialSolution V E R u w w') (hnorm : ∫ x in (0 : ℝ)..R, u x ^ 2 = 1)
    (c : ℝ) (hc : c = ∫ x in (0 : ℝ)..R, u x * w x) :
    ∫ x in (0 : ℝ)..R, u x * (w x - c * u x) = 0 ∧
      u R * (w' R - c * u' R) - u' R * (w R - c * u R) = -1 := by
  refine ⟨?_, wronskian_eq_neg_one hR hu (shift_solution hu hw c) hnorm⟩
  have h1 : ContinuousOn (fun x => u x * w x) (Icc 0 R) := hu.cont.mul hw.cont
  have h2 : ContinuousOn (fun x => c * u x ^ 2) (Icc 0 R) :=
    continuousOn_const.mul (hu.cont.pow 2)
  have h : ∀ x, u x * (w x - c * u x) = u x * w x - c * u x ^ 2 := fun x => by ring
  simp only [h]
  rw [intervalIntegral.integral_sub (h1.intervalIntegrable_of_Icc hR)
    (h2.intervalIntegrable_of_Icc hR), intervalIntegral.integral_const_mul, hnorm, ← hc]
  ring
```

## (i) An explicit pair with a singular potential

**Task.** Take $V=2/r^2$, the centrifugal term for $l=1$ with no further potential, together with $E=0$ and $R=5$. Show that $u=r^2/25$ solves the homogeneous problem and is normalised, and that $w=-r^4/250$ solves the problem with source $u$.

**Solution.** Both functions are polynomials that vanish at $0$. For $u$ the derivatives are $u'=2r/25$ and $u''=2/25$, so for $r>0$
$$-u''+Vu = -\tfrac{2}{25}+\tfrac{2}{25}=0.$$
For $w$ they are $w'=-2r^3/125$ and $w''=-6r^2/125$, so
$$-w''+Vw = \tfrac{6r^2}{125}-\tfrac{r^2}{125} = \tfrac{r^2}{25}=u.$$
Finally $\int_0^5 r^4/625\,dr = 5^5/(5\cdot625)=1$.

The auxiliary `key` is $(2/r^2)\,r^2=2$ on $(0,5)$, the one step that needs $r\ne0$; the two differential equations are multiples of it. The four `congr_deriv` lines are the four derivatives, and `integral_pow` evaluates the norm. All of `hu`, `hw` and `hnorm` are thus met by one concrete example.

```lean
/-- With `V = 2/r²`, `E = 0` and `R = 5`, the function `u = r²/25` solves the homogeneous
equation and is normalised, and `w = -r⁴/250` solves the equation with source `u`. -/
theorem radial_pair_witness :
    RadialSolution (fun r => 2 / r ^ 2) 0 5 (fun _ => 0) (fun r => r ^ 2 / 25)
      (fun r => 2 * r / 25) ∧
    RadialSolution (fun r => 2 / r ^ 2) 0 5 (fun r => r ^ 2 / 25) (fun r => -r ^ 4 / 250)
      (fun r => -2 * r ^ 3 / 125) ∧
    ∫ r in (0 : ℝ)..5, (r ^ 2 / 25) ^ 2 = 1 := by
  have key : ∀ r ∈ Ioo (0 : ℝ) 5, 2 / r ^ 2 * r ^ 2 = 2 := fun r hr => by
    have h0 : r ≠ 0 := hr.1.ne'
    field_simp
  refine ⟨⟨by fun_prop, by fun_prop, fun r _ => ?_, fun r hr => ⟨2 / 25, ?_, ?_⟩, by norm_num⟩,
    ⟨by fun_prop, by fun_prop, fun r _ => ?_, fun r hr => ⟨-6 * r ^ 2 / 125, ?_, ?_⟩,
      by norm_num⟩, ?_⟩
  · exact ((hasDerivAt_pow 2 r).div_const 25).congr_deriv (by ring)
  · exact (((hasDerivAt_id' r).const_mul 2).div_const 25).congr_deriv (by ring)
  · show -(2 / 25) + (2 / r ^ 2 - 0) * (r ^ 2 / 25) = (0 : ℝ)
    linear_combination (1 / 25) * key r hr
  · exact ((hasDerivAt_pow 4 r).fun_neg.div_const 250).congr_deriv (by ring)
  · exact (((hasDerivAt_pow 3 r).const_mul (-2)).div_const 125).congr_deriv (by ring)
  · show -(-6 * r ^ 2 / 125) + (2 / r ^ 2 - 0) * (-r ^ 4 / 250) = r ^ 2 / 25
    linear_combination (-r ^ 2 / 250) * key r hr
  · have h : ∀ r : ℝ, (r ^ 2 / 25) ^ 2 = 1 / 625 * r ^ 4 := fun r => by ring
    simp only [h]
    rw [intervalIntegral.integral_const_mul, integral_pow]
    norm_num

end LAPWWronskian
```

```lean
#print axioms LAPWWronskian.wronskian_neg
-- 'LAPWWronskian.wronskian_neg' depends on axioms: [propext, Classical.choice, Quot.sound]
#print axioms LAPWWronskian.matching_exists_unique
-- 'LAPWWronskian.matching_exists_unique' depends on axioms: [propext, Classical.choice, Quot.sound]
#print axioms LAPWWronskian.orthogonalised_partner
-- 'LAPWWronskian.orthogonalised_partner' depends on axioms: [propext, Classical.choice, Quot.sound]
```

## Remarks

What follows is pencil reasoning around the theorems, and Lean has not been asked to confirm it.

**Small radii.** At $R=0$ the integral in `hnorm` is zero, so no function is normalised, and (c), (e), (f) and (h) have content only for $R>0$. Part (b) still applies there and says $W(0)=0$. In the example of (i) one finds $W(r)=-r^5/3125$, which reaches $-1$ at $r=5$ and vanishes as $r\to0$, because $u$ is normalised on $[0,5]$ and not on $[0,r]$. At $r=5$ the boundary values are $u=1$, $u'=2/5$, $w=-5/2$, $w'=-2$, and the overlap used in (h) would be $c=-25/14$.

**Another model.** One could work with the radial functions $\phi=u/r$ and $\chi=w/r$, normalised by $\int_0^R\phi^2r^2\,dr=1$. Since $uw'-u'w=r^2(\phi\chi'-\phi'\chi)$, the identity would read $R^2\,[\phi\chi'-\phi'\chi](R)=-1$, the conditions at the origin would become regularity conditions on $\phi$ and $\chi$, and the formulas for $a$ and $b$ in terms of the value and slope of the radial function would carry a factor $R^2$. In units where the kinetic term is $-\tfrac12u''$, the constant $-1$ would become $-2$.

**Two energies.** The cancellation in (a) would give $W'=-us$ for a partner with a general source $s$. Let $u_1$ and $u_2$ be homogeneous solutions at energies $E_1$ and $E_2$ that vanish at the origin. At energy $E_1$ the function $u_2$ has source $(E_2-E_1)u_2$, and the steps of (a) and (b) would lead to
$$u_1(R)u_2'(R)-u_1'(R)u_2(R)=(E_1-E_2)\int_0^R u_1u_2\,dx .$$
For $E_1\ne E_2$, two such solutions would be orthogonal on $[0,R]$ exactly when this Wronskian vanishes at $R$.
